# Banana bonds from Boys localisation of a two-orbital pair

## Physical setting

Let $\varphi_0,\varphi_1$ be two real orthonormal orbitals, numbered from 0 as in Lean. A rotation by the angle $\theta$ mixes them into
$$\varphi_0'=\cos\theta\,\varphi_0+\sin\theta\,\varphi_1,\qquad \varphi_1'=-\sin\theta\,\varphi_0+\cos\theta\,\varphi_1 .$$
The coefficients of $\varphi_j'$ form column $j$ of
$$R(\theta)=\begin{pmatrix}\cos\theta&-\sin\theta\\ \sin\theta&\cos\theta\end{pmatrix}.$$
A real Hermitian one-electron operator $\hat M$ has the symmetric matrix $M_{ij}=\langle\varphi_i|\hat M|\varphi_j\rangle$ in the old pair and the matrix $M(\theta)=R(\theta)^{\mathsf T}MR(\theta)$ in the new one.

Write $r^{(k)}$ for the matrix of the Cartesian position component $k$. Its diagonal elements are the centroid coordinates of the two orbitals and its off-diagonal element is the transition moment between them. The Boys functional is the sum of the squared centroids,
$$B(\theta)=\sum_k\sum_{i=0}^{1}\big[r^{(k)}(\theta)_{ii}\big]^2 .$$
With $Q$ the matrix of $\hat{\mathbf r}^2$, the total spread $\sum_i\big(\langle\hat{\mathbf r}^2\rangle_i-|\langle\hat{\mathbf r}\rangle_i|^2\big)$ is
$$S(\theta)=\operatorname{tr}Q(\theta)-B(\theta).$$
Boys localisation maximises $B$. Two numbers govern the dependence on the angle:
$$A=\sum_k\Big[\big(r^{(k)}_{01}\big)^2-\tfrac14\big(r^{(k)}_{00}-r^{(k)}_{11}\big)^2\Big],\qquad C=\sum_k r^{(k)}_{01}\big(r^{(k)}_{00}-r^{(k)}_{11}\big).$$

The case of interest is modelled on the $\sigma$ and $\pi$ bonding orbitals of a symmetric double bond. Put the third axis perpendicular to the molecular plane. The $\sigma$ orbital $\varphi_0$ is even under reflection in the plane and the $\pi$ orbital $\varphi_1$ is odd, so the two in-plane coordinates have no matrix element between them, while the perpendicular coordinate may have one, called $z$. When both centroids sit at the same point $(x,y,c)$, the matrices for $k=0,1,2$ are
$$X=x\,\mathbb 1,\qquad Y=y\,\mathbb 1,\qquad Z=\begin{pmatrix}c&z\\ z&c\end{pmatrix},$$
with $\mathbb 1$ the $2\times2$ unit matrix. For an origin in the plane $c=0$, and $Z$ has zero diagonal; a free $c$ allows the origin to be moved along the third axis. In electronic structure the result describes how the Boys criterion prefers two equivalent bent bonds to the $\sigma$–$\pi$ pair, when $z\neq0$ and within a one-parameter rotation of these two orbitals with every other orbital held fixed.

## Statement

For any finite family of symmetric position matrices and every real $\theta$,
$$B(\theta)=B(0)+A\,(1-\cos4\theta)+C\sin4\theta,\qquad B'(\theta)=4A\sin4\theta+4C\cos4\theta,$$
and $B(0)\le B(\theta)$ holds for all $\theta$ if and only if $C=0$ and $A\ge0$.

For the matrices $X,Y,Z$ one has $A=z^2$, $C=0$ and
$$B(\theta)=B(0)+2z^2\sin^22\theta .$$
If $z\neq0$, then $B'(0)=B'(\pi/4)=0$; $B(0)\le B(\theta)\le B(\pi/4)$ for all $\theta$; $B(\pi/4)-B(0)=2z^2$ and $B(0)<B(\pi/4)$; $B(\theta)=B(0)$ exactly when $\sin2\theta=0$; and $B(\theta)=B(\pi/4)$ exactly when $\cos2\theta=0$. For any $z$, the centroids along the third axis at $\theta=\pi/4$ are $c+z$ for orbital 0 and $c-z$ for orbital 1, and for any symmetric $Q$ the spread satisfies $S(\pi/4)\le S(\theta)$ for all $\theta$ and $S(\pi/4)=S(0)-2z^2$.

## Derivation

Take one symmetric matrix $M$ and set $m=\tfrac12(M_{00}+M_{11})$, $d=\tfrac12(M_{00}-M_{11})$, $b=M_{01}=M_{10}$. Multiplying out $R^{\mathsf T}MR$ gives
$$M(\theta)_{00}=M_{00}\cos^2\theta+2b\sin\theta\cos\theta+M_{11}\sin^2\theta,$$
$$M(\theta)_{11}=M_{00}\sin^2\theta-2b\sin\theta\cos\theta+M_{11}\cos^2\theta .$$
With $\cos^2\theta=\tfrac12(1+\cos2\theta)$, $\sin^2\theta=\tfrac12(1-\cos2\theta)$ and $2\sin\theta\cos\theta=\sin2\theta$ these become
$$M(\theta)_{00}=m+u,\qquad M(\theta)_{11}=m-u,\qquad u=d\cos2\theta+b\sin2\theta .$$
Their sum is $2m=M_{00}+M_{11}$ at every angle, so the trace does not change.

The sum of their squares is $2m^2+2u^2$, and
$$2u^2=2d^2\cos^22\theta+2b^2\sin^22\theta+4db\sin2\theta\cos2\theta=d^2(1+\cos4\theta)+b^2(1-\cos4\theta)+2db\sin4\theta .$$
Writing $d^2(1+\cos4\theta)=2d^2-d^2(1-\cos4\theta)$ and using $2m^2+2d^2=M_{00}^2+M_{11}^2$,
$$M(\theta)_{00}^2+M(\theta)_{11}^2=M_{00}^2+M_{11}^2+(b^2-d^2)(1-\cos4\theta)+2db\sin4\theta .$$
Apply this to each $r^{(k)}$ and add. The constant terms give $B(0)$, the terms $b^2-d^2$ add up to $A$, and the terms $2db=M_{01}(M_{00}-M_{11})$ add up to $C$. This is the closed form of $B(\theta)$, and differentiating it term by term gives $B'(\theta)$.

Suppose $\theta=0$ is a global minimum. Then $B'(0)=4C$ vanishes, so $C=0$, and $B(\pi/4)=B(0)+2A\ge B(0)$ gives $A\ge0$. Conversely, if $C=0$ and $A\ge0$, then $B(\theta)-B(0)=A(1-\cos4\theta)\ge0$ because $\cos4\theta\le1$.

Now insert $X,Y,Z$. All three have $d=0$; $X$ and $Y$ also have $b=0$, and $Z$ has $b=z$. Hence $A=z^2$ and $C=0$. With $1-\cos4\theta=2\sin^22\theta$,
$$B(\theta)=B(0)+2z^2\sin^22\theta .$$
At $\theta=\pi/4$ the sine equals 1, so $B(\pi/4)=B(0)+2z^2$. Subtracting and using $1-\sin^22\theta=\cos^22\theta$ gives the second form
$$B(\theta)=B(\pi/4)-2z^2\cos^22\theta .$$
The first form bounds $B$ below by $B(0)$ and the second bounds it above by $B(\pi/4)$. For $z\ne0$ the factor $2z^2$ is positive, so equality in the first bound requires $\sin2\theta=0$ and equality in the second requires $\cos2\theta=0$. The derivative is $4z^2\sin4\theta$, which vanishes at $0$ and at $\pi/4$. The minimising angles are the multiples of $\pi/2$, which return the original pair up to order and sign, and the maximising angles lie halfway between them.

At $\theta=\pi/4$ the orbitals are the normalised combinations
$$\varphi_0'=\frac{\varphi_0+\varphi_1}{\sqrt2},\qquad \varphi_1'=\frac{\varphi_1-\varphi_0}{\sqrt2}.$$
For $Z$ one has $m=c$ and $u=z$, so their centroids along the third axis are $c+z$ and $c-z$, which for $z\neq0$ lie on opposite sides of the plane. As a check, $2x^2+2y^2+(c+z)^2+(c-z)^2$ exceeds $2x^2+2y^2+2c^2$ by $2z^2$. Finally $\operatorname{tr}Q(\theta)=Q_{00}+Q_{11}$ for every angle, so $S$ falls by exactly what $B$ gains: it is smallest at $\pi/4$, where it lies $2z^2$ below $S(0)$.

## What the formal version assumes

No wave function appears in Lean. An operator is a `Matrix (Fin 2) (Fin 2) ℝ`, the definition `rot` is $R(\theta)$, and `rotated M θ` is $M(\theta)$. That the matrices come from integrals over orthonormal orbitals is the reading attached to them; orthonormality is neither a hypothesis nor a conclusion. The entries are real and the mixing is a real rotation, so complex orbitals and general unitary mixing are not covered.

The family `r : ι → Matrix (Fin 2) (Fin 2) ℝ` holds the matrices $r^{(k)}$, so `r k 0 1` is $r^{(k)}_{01}$. The index type `ι` is any finite type, which lets the general results apply to any number of components; for an empty family $B$, $A$ and $C$ all vanish and the formulas read $0=0$. The definitions `boys`, `spread`, `coefA` and `coefC` are $B$, $S$, $A$ and $C$. Hermiticity enters as the hypothesis `(r k).IsSymm`.

`banana x y c z` is the family $X,Y,Z$ indexed by `Fin 3`, with $Z$ at index 2. Its form is assumed. The reflection argument for the vanishing matrix elements, the coincidence of the two centroids and the condition $z\ne0$ are physical input and are not derived from any molecule.

In `banana_bonds` the function `B` with the hypothesis `hB` is a name for `boys (banana x y c z)`. Stationarity is expressed as `HasDerivAt B 0 0` and `HasDerivAt B 0 (π / 4)`, with the derivative first and the point second. The hypothesis `hz` provides the strict inequality and the two characterisations of equality; for $z=0$ the function is constant. `boys_banana`, `banana_centroids` and `spread_banana` carry no condition on $z$.

In `spread_banana`, `Q` is an arbitrary symmetric matrix with no link to `r`. This is appropriate, since two orbitals are not a complete basis and the matrix of $\hat{\mathbf r}^2$ is in general not $X^2+Y^2+Z^2$; it also means that nothing forces the spread to be positive. The words minimum and maximum refer to the angle of this one rotation. The theorems say nothing on mixing with further orbitals, and of the bent shape that gives the bonds their name they capture only the displaced centroids.

## The Lean file

```lean
import Mathlib

open Matrix Real

namespace BananaBonds

noncomputable section

/-- Rotation of two real orbitals by the angle `θ`; column `j` holds the coefficients of the
new orbital `j` in the old pair. -/
def rot (θ : ℝ) : Matrix (Fin 2) (Fin 2) ℝ := !![cos θ, -sin θ; sin θ, cos θ]

/-- Matrix of a one-electron operator in the rotated pair of orbitals, `Rᵀ M R`. -/
def rotated (M : Matrix (Fin 2) (Fin 2) ℝ) (θ : ℝ) : Matrix (Fin 2) (Fin 2) ℝ :=
  (rot θ)ᵀ * M * rot θ

variable {ι : Type*} [Fintype ι]

/-- Boys functional: the sum of the squared centroid components of both rotated orbitals,
for position matrices `r k`. -/
def boys (r : ι → Matrix (Fin 2) (Fin 2) ℝ) (θ : ℝ) : ℝ :=
  ∑ k, ∑ i, rotated (r k) θ i i ^ 2

/-- Total spread `∑ᵢ (⟨r²⟩ᵢ - ⟨r⟩ᵢ²)` of the rotated orbitals, with `Q` the matrix of `r²`. -/
def spread (Q : Matrix (Fin 2) (Fin 2) ℝ) (r : ι → Matrix (Fin 2) (Fin 2) ℝ) (θ : ℝ) : ℝ :=
  trace (rotated Q θ) - boys r θ

/-- Squared transition moment minus a quarter of the squared distance of the two centroids. -/
def coefA (r : ι → Matrix (Fin 2) (Fin 2) ℝ) : ℝ :=
  ∑ k, (r k 0 1 ^ 2 - (r k 0 0 - r k 1 1) ^ 2 / 4)

/-- Scalar product of the transition moment with the difference of the two centroids. -/
def coefC (r : ι → Matrix (Fin 2) (Fin 2) ℝ) : ℝ :=
  ∑ k, r k 0 1 * (r k 0 0 - r k 1 1)

/-- Position matrices `X, Y, Z` of two orbitals with the common centroid `(x, y, c)` and a
transition moment `z` along the third axis only. -/
def banana (x y c z : ℝ) : Fin 3 → Matrix (Fin 2) (Fin 2) ℝ :=
  ![x • (1 : Matrix (Fin 2) (Fin 2) ℝ), y • (1 : Matrix (Fin 2) (Fin 2) ℝ), !![c, z; z, c]]

/-- The expectation values of a symmetric operator in the two rotated orbitals are displaced
from their mean by opposite amounts that are harmonic in `2θ`. -/
theorem rotated_diag {M : Matrix (Fin 2) (Fin 2) ℝ} (hM : M.IsSymm) (θ : ℝ) :
    rotated M θ 0 0 = (M 0 0 + M 1 1) / 2
        + ((M 0 0 - M 1 1) / 2 * cos (2 * θ) + M 0 1 * sin (2 * θ)) ∧
    rotated M θ 1 1 = (M 0 0 + M 1 1) / 2
        - ((M 0 0 - M 1 1) / 2 * cos (2 * θ) + M 0 1 * sin (2 * θ)) := by
  have h10 : M 1 0 = M 0 1 := hM.apply 0 1
  have h := sin_sq_add_cos_sq θ
  rw [cos_two_mul, sin_two_mul]
  constructor
  · simp [rotated, rot, Matrix.mul_apply, Fin.sum_univ_two, h10]
    linear_combination M 1 1 * h
  · simp [rotated, rot, Matrix.mul_apply, Fin.sum_univ_two, h10]
    linear_combination M 0 0 * h

/-- For symmetric position matrices the Boys functional changes under a two-orbital rotation
by `A (1 - cos 4θ) + C sin 4θ`. -/
theorem boys_eq {r : ι → Matrix (Fin 2) (Fin 2) ℝ} (hr : ∀ k, (r k).IsSymm) (θ : ℝ) :
    boys r θ = boys r 0 + coefA r * (1 - cos (4 * θ)) + coefC r * sin (4 * θ) := by
  -- one Cartesian component at a time
  have key : ∀ φ k, ∑ i, rotated (r k) φ i i ^ 2 = r k 0 0 ^ 2 + r k 1 1 ^ 2
      + (r k 0 1 ^ 2 - (r k 0 0 - r k 1 1) ^ 2 / 4) * (1 - cos (4 * φ))
      + r k 0 1 * (r k 0 0 - r k 1 1) * sin (4 * φ) := by
    intro φ k
    have h4 : 4 * φ = 2 * (2 * φ) := by ring
    rw [Fin.sum_univ_two, (rotated_diag (hr k) φ).1, (rotated_diag (hr k) φ).2, h4,
      cos_two_mul (2 * φ), sin_two_mul (2 * φ)]
    linear_combination 2 * r k 0 1 ^ 2 * sin_sq_add_cos_sq (2 * φ)
  simp only [boys, key, coefA, coefC, Finset.sum_mul, ← Finset.sum_add_distrib]
  refine Finset.sum_congr rfl fun k _ => ?_
  rw [mul_zero, cos_zero, sin_zero]
  ring

/-- The derivative of the Boys functional in the rotation angle is
`4A sin 4θ + 4C cos 4θ`. -/
theorem boys_hasDerivAt {r : ι → Matrix (Fin 2) (Fin 2) ℝ} (hr : ∀ k, (r k).IsSymm) (θ : ℝ) :
    HasDerivAt (boys r) (4 * coefA r * sin (4 * θ) + 4 * coefC r * cos (4 * θ)) θ := by
  have h4 : HasDerivAt (fun t : ℝ => 4 * t) 4 θ :=
    ((hasDerivAt_id' θ).const_mul (4 : ℝ)).congr_deriv (mul_one 4)
  have hf : boys r = fun t =>
      boys r 0 + coefA r * (1 - cos (4 * t)) + coefC r * sin (4 * t) := funext (boys_eq hr)
  rw [hf]
  exact ((((h4.cos.const_sub 1).const_mul (coefA r)).const_add (boys r 0)).fun_add
    (h4.sin.const_mul (coefC r))).congr_deriv (by ring)

/-- The unrotated pair minimises the Boys functional over all rotation angles exactly when
`C = 0` and `A ≥ 0`. -/
theorem boys_min_at_zero_iff {r : ι → Matrix (Fin 2) (Fin 2) ℝ} (hr : ∀ k, (r k).IsSymm) :
    (∀ θ, boys r 0 ≤ boys r θ) ↔ coefC r = 0 ∧ 0 ≤ coefA r := by
  constructor
  · intro h
    -- stationarity gives C = 0, comparison with π/4 gives A ≥ 0
    have hmin : IsLocalMin (boys r) 0 := Filter.Eventually.of_forall h
    have h0 := hmin.hasDerivAt_eq_zero (boys_hasDerivAt hr 0)
    rw [mul_zero, sin_zero, cos_zero] at h0
    have h1 := h (π / 4)
    rw [boys_eq hr (π / 4), show 4 * (π / 4) = π by ring, cos_pi, sin_pi] at h1
    constructor <;> linarith
  · rintro ⟨hC, hA⟩ θ
    rw [boys_eq hr θ, hC]
    have := mul_nonneg hA (sub_nonneg.mpr (cos_le_one (4 * θ)))
    linarith

/-- The position matrices of the pair with common centroid are symmetric, with `A = z²` and
`C = 0`. -/
theorem banana_coef (x y c z : ℝ) :
    (∀ k, (banana x y c z k).IsSymm) ∧ coefA (banana x y c z) = z ^ 2 ∧
      coefC (banana x y c z) = 0 := by
  refine ⟨fun k => ?_, ?_, ?_⟩
  · apply Matrix.IsSymm.ext
    intro i j
    fin_cases k <;> fin_cases i <;> fin_cases j <;> simp [banana]
  · simp [coefA, banana, Fin.sum_univ_three]
  · simp [coefC, banana, Fin.sum_univ_three]

/-- For the pair with common centroid, rotation raises the Boys functional by
`2 z² sin² 2θ`. -/
theorem boys_banana (x y c z θ : ℝ) :
    boys (banana x y c z) θ = boys (banana x y c z) 0 + 2 * z ^ 2 * sin (2 * θ) ^ 2 := by
  obtain ⟨hs, hA, hC⟩ := banana_coef x y c z
  rw [boys_eq hs θ, hA, hC, show 4 * θ = 2 * (2 * θ) by ring, cos_two_mul (2 * θ)]
  linear_combination (-2 * z ^ 2) * sin_sq_add_cos_sq (2 * θ)

/-- Banana bonds: for `z ≠ 0` the Boys functional is stationary at `0` and `π/4`, minimal at
`0` and maximal at `π/4` with a strict gain of `2 z²`; the minimum is reached exactly where
`sin 2θ = 0` and the maximum exactly where `cos 2θ = 0`. -/
theorem banana_bonds (x y c : ℝ) {z : ℝ} (hz : z ≠ 0) (B : ℝ → ℝ)
    (hB : B = boys (banana x y c z)) :
    HasDerivAt B 0 0 ∧ HasDerivAt B 0 (π / 4) ∧
    (∀ θ, B 0 ≤ B θ ∧ B θ ≤ B (π / 4)) ∧
    B (π / 4) - B 0 = 2 * z ^ 2 ∧ B 0 < B (π / 4) ∧
    (∀ θ, B θ = B 0 ↔ sin (2 * θ) = 0) ∧ (∀ θ, B θ = B (π / 4) ↔ cos (2 * θ) = 0) := by
  obtain ⟨hs, -, hC⟩ := banana_coef x y c z
  have hθ : ∀ θ, B θ = B 0 + 2 * z ^ 2 * sin (2 * θ) ^ 2 := by
    rw [hB]
    exact boys_banana x y c z
  have hq : B (π / 4) = B 0 + 2 * z ^ 2 := by
    rw [hθ (π / 4), show 2 * (π / 4) = π / 2 by ring, sin_pi_div_two]
    ring
  -- distance below the maximum
  have hc : ∀ θ, B θ = B (π / 4) - 2 * z ^ 2 * cos (2 * θ) ^ 2 := fun θ => by
    linear_combination hθ θ - hq + 2 * z ^ 2 * sin_sq_add_cos_sq (2 * θ)
  have hp : 0 < 2 * z ^ 2 := by positivity
  refine ⟨?_, ?_, fun θ => ⟨?_, ?_⟩, by linarith, by linarith, fun θ => ⟨fun h => ?_, fun h => ?_⟩,
    fun θ => ⟨fun h => ?_, fun h => ?_⟩⟩
  · rw [hB]
    refine (boys_hasDerivAt hs 0).congr_deriv ?_
    rw [hC, show (4 : ℝ) * 0 = 0 by ring, sin_zero]
    ring
  · rw [hB]
    refine (boys_hasDerivAt hs (π / 4)).congr_deriv ?_
    rw [hC, show 4 * (π / 4) = π by ring, sin_pi]
    ring
  · linarith [hθ θ, mul_nonneg hp.le (sq_nonneg (sin (2 * θ)))]
  · linarith [hc θ, mul_nonneg hp.le (sq_nonneg (cos (2 * θ)))]
  · have h0 : 2 * z ^ 2 * sin (2 * θ) ^ 2 = 0 := by linarith [hθ θ]
    exact (pow_eq_zero_iff two_ne_zero).mp ((mul_eq_zero.mp h0).resolve_left hp.ne')
  · rw [hθ θ, h]
    ring
  · have h0 : 2 * z ^ 2 * cos (2 * θ) ^ 2 = 0 := by linarith [hc θ]
    exact (pow_eq_zero_iff two_ne_zero).mp ((mul_eq_zero.mp h0).resolve_left hp.ne')
  · rw [hc θ, h]
    ring

/-- After rotation by `π/4` the centroids of the two orbitals along the third axis are
`c + z` and `c - z`. -/
theorem banana_centroids (x y c z : ℝ) :
    rotated (banana x y c z 2) (π / 4) 0 0 = c + z ∧
    rotated (banana x y c z 2) (π / 4) 1 1 = c - z := by
  have h := rotated_diag ((banana_coef x y c z).1 2) (π / 4)
  rw [show 2 * (π / 4) = π / 2 by ring, sin_pi_div_two, cos_pi_div_two] at h
  rw [h.1, h.2]
  constructor <;> simp [banana]

/-- For the pair with common centroid and any symmetric matrix `Q` of `r²`, the total spread is
smallest at `π/4`, where it lies
`2 z²` below its value at `0`. -/
theorem spread_banana (x y c z : ℝ) {Q : Matrix (Fin 2) (Fin 2) ℝ} (hQ : Q.IsSymm) :
    (∀ θ, spread Q (banana x y c z) (π / 4) ≤ spread Q (banana x y c z) θ) ∧
    spread Q (banana x y c z) (π / 4) = spread Q (banana x y c z) 0 - 2 * z ^ 2 := by
  -- the trace of r² does not depend on the angle
  have ht : ∀ θ, trace (rotated Q θ) = Q 0 0 + Q 1 1 := fun θ => by
    rw [trace_fin_two, (rotated_diag hQ θ).1, (rotated_diag hQ θ).2]
    ring
  have hq := boys_banana x y c z (π / 4)
  rw [show 2 * (π / 4) = π / 2 by ring, sin_pi_div_two] at hq
  simp only [spread, ht]
  refine ⟨fun θ => ?_, by linarith⟩
  have h := mul_nonneg (sq_nonneg z) (sub_nonneg.mpr (sin_sq_le_one (2 * θ)))
  linarith [boys_banana x y c z θ]

end

end BananaBonds
```

```lean
#print axioms BananaBonds.boys_min_at_zero_iff
-- 'BananaBonds.boys_min_at_zero_iff' depends on axioms: [propext, Classical.choice, Quot.sound]
#print axioms BananaBonds.banana_bonds
-- 'BananaBonds.banana_bonds' depends on axioms: [propext, Classical.choice, Quot.sound]
#print axioms BananaBonds.banana_centroids
-- 'BananaBonds.banana_centroids' depends on axioms: [propext, Classical.choice, Quot.sound]
#print axioms BananaBonds.spread_banana
-- 'BananaBonds.spread_banana' depends on axioms: [propext, Classical.choice, Quot.sound]
```

## Notes on the proof

`rotated_diag` is the step $M(\theta)_{00}=m+u$, $M(\theta)_{11}=m-u$. It runs the double-angle formulas backwards: `cos_two_mul` and `sin_two_mul` turn the right side into $2\cos^2\theta-1$ and $2\sin\theta\cos\theta$, and `simp` multiplies out the matrix product with `h10` replacing $M_{10}$ by $M_{01}$. The two sides then differ by $M_{11}(\sin^2\theta+\cos^2\theta-1)$ for the first element and by $M_{00}(\sin^2\theta+\cos^2\theta-1)$ for the second, which is what the two `linear_combination` calls supply.

In `boys_eq`, `key` is the identity for one component, stated for a general angle `φ` so that it can be used both at $\theta$ and at $0$. After $4\varphi$ is written as $2(2\varphi)$, the sides differ by $2b^2(\sin^22\varphi+\cos^22\varphi-1)$. The sums over $k$ are then merged into one on each side and compared term by term, with $\cos0=1$ and $\sin0=0$ removing the angle-dependent part of $B(0)$.

`boys_hasDerivAt` replaces `boys r` by the closed form and builds the derivative from `h4`, the derivative of $t\mapsto4t$, through the chain rule for cosine and sine. `congr_deriv` with `ring` brings the result into the stated shape.

`boys_min_at_zero_iff` follows the argument by hand. A global minimum is a local one, `hasDerivAt_eq_zero` then gives $4C=0$, and evaluation at $\pi/4$ with `cos_pi` and `sin_pi` gives $2A\ge0$. The converse multiplies $A\ge0$ by $1-\cos4\theta\ge0$.

`banana_coef` checks symmetry entry by entry and evaluates the three-term sums for $A$ and $C$. `boys_banana` inserts these values in `boys_eq` and converts $z^2(1-\cos4\theta)$ to $2z^2\sin^22\theta$.

`banana_bonds` collects the first form of $B$ in `hθ`, the value at $\pi/4$ in `hq`, the second form in `hc`, and $2z^2>0$ in `hp`. The two derivative goals use $C=0$ together with $\sin0=0$ and $\sin\pi=0$, so the value of $A$ is discarded when `banana_coef` is unpacked. The bounds are linear consequences of `hθ` and `hc` once a product of non-negative factors is provided. In the equality cases a product $2z^2\sin^22\theta$ or $2z^2\cos^22\theta$ vanishes; `resolve_left hp.ne'` excludes the first factor and `pow_eq_zero_iff` removes the square.

`banana_centroids` is `rotated_diag` for $Z$ with $2\theta=\pi/2$. `spread_banana` obtains the constant trace `ht` by adding the two halves of `rotated_diag` for `Q`, and then needs only `boys_banana` and $\sin^22\theta\le1$.

## The pair step in a localisation code

One way to maximise the Boys functional for many occupied orbitals is a Jacobi-type sweep over pairs. Rotating one pair changes only the centroids of those two orbitals, so the code forms $A$ and $C$ from the dipole integrals of the pair, chooses an angle, and updates the orbital coefficients and the dipole matrices. The choice of angle below is read off the closed form on paper and is not among the Lean theorems. Unless $A=C=0$, in which case $B$ is constant, the part $-A\cos4\theta+C\sin4\theta$ is largest when $(\cos4\theta,\sin4\theta)$ points along $(-A,C)$, that is at $4\theta=\operatorname{atan2}(C,-A)$, with gain $A+\sqrt{A^2+C^2}$. For $A=z^2>0$ and $C=0$ this gives $4\theta=\pi$ and the gain $2z^2$.

The same case shows two ways for a code to stall on symmetry-adapted starting orbitals. A convergence test on the gradient alone sees $4C=0$ and accepts a pair that sits at the minimum of $B$ along its own rotation. An angle taken from the stationarity condition $\tan4\theta=-C/A$ with the principal branch of the arctangent is $0$, and the pair is left as it was. A test on the gain, or on the sign of $A$, detects the situation.
